# The D3 coordination sum of a periodic crystal diverges without a cutoff

**Q:** Let me fix the definitions. In the D3 dispersion correction to density functional theory, a neighbour at distance r > 0 contributes

c(r) = 1/(1 + exp(−k(a/r − 1)))

to the coordination number. Here a > 0 is the scaled sum of the two covalent radii, and k > 0 sets how sharply the count switches off around r = a, where it equals 1/2. Is that what the file uses?

**A:** Yes, as `count k a r`. It also names the number t = 1/(1 + exp(k)), as `tail k`. The signs of k, a and r are hypotheses of the theorems, not part of the definitions.

```lean
import Mathlib

open Filter Topology

namespace D3Coordination

noncomputable section

/-- The D3 counting function of a neighbour at distance `r > 0`, with steepness `k` and
scaled sum of covalent radii `a`. -/
def count (k a r : ℝ) : ℝ := 1 / (1 + Real.exp (-k * (a / r - 1)))

/-- The value `1 / (1 + exp k)`, which depends on the steepness alone. -/
def tail (k : ℝ) : ℝ := 1 / (1 + Real.exp k)
```

Since exp(k) > 0, t is positive:

```lean
/-- The value `1 / (1 + exp k)` is positive. -/
theorem tail_pos (k : ℝ) : 0 < tail k := by
  unfold tail
  positivity
```

**Q:** A counting function should fade with distance. Does this one?

**A:** It decreases, but not to zero. If 0 < r < s, then a/s < a/r, so

−k(a/r − 1) < −k(a/s − 1).

The exponential preserves this order and the reciprocal reverses it, so c(s) < c(r). In Lean, `StrictAntiOn` on `Set.Ioi 0` means strict decrease on r > 0. `nlinarith` obtains the exponent inequality from k(a/r − a/s) > 0.

```lean
/-- For positive steepness and radii, the counting function decreases strictly with
distance on `r > 0`. -/
theorem count_strictAntiOn {k a : ℝ} (hk : 0 < k) (ha : 0 < a) :
    StrictAntiOn (count k a) (Set.Ioi 0) := by
  intro r hr s _ hrs
  have h : a / s < a / r := div_lt_div_of_pos_left ha (Set.mem_Ioi.mp hr) hrs
  have h2 := mul_pos hk (sub_pos.2 h)
  have h3 : Real.exp (-k * (a / r - 1)) < Real.exp (-k * (a / s - 1)) :=
    Real.exp_lt_exp.2 (by nlinarith)
  unfold count
  exact one_div_lt_one_div_of_lt (by positivity) (by linarith)
```

As r → ∞, a/r → 0, so the exponent tends to k and c(r) → t. The proof composes these limits, using continuity of the exponential and a nonzero denominator.

```lean
/-- At large distance the counting function tends to `1 / (1 + exp k)`. -/
theorem count_tendsto (k a : ℝ) : Tendsto (count k a) atTop (𝓝 (tail k)) := by
  have h0 : Tendsto (fun r : ℝ => a / r) atTop (𝓝 0) :=
    tendsto_const_nhds.div_atTop tendsto_id
  have h1 := (h0.sub_const 1).const_mul (-k)
  have e : -k * (0 - 1) = k := by ring
  rw [e] at h1
  have h2 := ((Real.continuous_exp.tendsto k).comp h1).const_add 1
  have hne : 1 + Real.exp k ≠ 0 := by positivity
  exact Tendsto.div tendsto_const_nhds h2 hne
```

**Q:** A limit concerns only distant atoms. What can you say about every neighbour?

**A:** For positive k and a, the exponent k − ka/r is below k at any positive r. Hence c(r) > t, however small a is:

```lean
/-- For positive steepness and radii, a neighbour at any positive distance contributes more
than `1 / (1 + exp k)`. -/
theorem tail_lt_count {k a r : ℝ} (hk : 0 < k) (ha : 0 < a) (hr : 0 < r) :
    tail k < count k a r := by
  have h := mul_pos hk (div_pos ha hr)
  have h3 : Real.exp (-k * (a / r - 1)) < Real.exp k :=
    Real.exp_lt_exp.2 (by nlinarith)
  unfold tail count
  exact one_div_lt_one_div_of_lt (by positivity) (by linarith)
```

For any infinite sequence of neighbours, numbered from 0, the first N therefore give

∑ c_i(r_i) ≥ N t, with i = 0, …, N − 1,

where c_i uses the radius sum a_i. The right side grows without bound. `hlow` is this inequality, and `tendsto_atTop_mono` carries the divergence over to the larger sum.

```lean
/-- For positive steepness and radii, the coordination number summed over the first `N`
members of any infinite sequence of positive neighbour distances grows beyond all bounds. -/
theorem coordination_tendsto_atTop {k : ℝ} (hk : 0 < k) {a r : ℕ → ℝ}
    (ha : ∀ i, 0 < a i) (hr : ∀ i, 0 < r i) :
    Tendsto (fun N => ∑ i ∈ Finset.range N, count k (a i) (r i)) atTop atTop := by
  -- N neighbours contribute at least N times the limiting value
  have hlow : ∀ N : ℕ, (N : ℝ) * tail k ≤ ∑ i ∈ Finset.range N, count k (a i) (r i) := by
    intro N
    have h := Finset.card_nsmul_le_sum (Finset.range N) (fun i => count k (a i) (r i))
      (tail k) (fun i _ => (tail_lt_count hk (ha i) (hr i)).le)
    rwa [Finset.card_range, nsmul_eq_mul] at h
  exact tendsto_atTop_mono hlow
    (tendsto_natCast_atTop_atTop.atTop_mul_const (tail_pos k))
```

**Q:** A crystal doesn't come with its neighbours in a sequence. Does the ordering matter?

**A:** No. `Summable` means convergence independent of order; for positive terms, it fails exactly when the finite partial sums are unbounded. In a convergent sum over an infinite family, some term would have to fall below t, yet every term exceeds t. A finite family always has a sum. These are the two directions of the next theorem.

```lean
/-- For positive steepness, radii and distances, the coordination sum over a family of
neighbours converges exactly when the family is finite. -/
theorem summable_iff_finite {ι : Type*} {k : ℝ} (hk : 0 < k) {a r : ι → ℝ}
    (ha : ∀ i, 0 < a i) (hr : ∀ i, 0 < r i) :
    Summable (fun i => count k (a i) (r i)) ↔ Finite ι := by
  constructor
  · intro h
    by_contra hfin
    have : Infinite ι := not_finite_iff_infinite.mp hfin
    -- the terms of a convergent sum would have to become small
    obtain ⟨i, hi⟩ := (h.tendsto_cofinite_zero.eventually_lt_const (tail_pos k)).exists
    exact lt_asymm hi (tail_lt_count hk (ha i) (hr i))
  · intro h
    have := h
    cases nonempty_fintype ι
    exact (hasSum_fintype _).summable
```

**Q:** Where is the actual crystal?

**A:** A basis `b` of Euclidean 3-space supplies the lattice vectors, `J` labels the atoms in a cell, and `τ` gives their positions. A site is a pair (j, n) with n an integer triple. Its distance from the central atom j₀ is

d(j, n) = ‖τ_j + ∑ n_i b_i − τ_j₀‖, with i = 0, 1, 2.

```lean
/-- Three-dimensional Euclidean space. -/
abbrev Space := EuclideanSpace ℝ (Fin 3)

/-- Distance from the central atom `j₀` of the home cell to the atom `p.1` in the cell `p.2`
of a crystal with lattice vectors `b` and atomic positions `τ` in the cell. -/
def siteDist {J : Type*} (b : Module.Basis (Fin 3) ℝ Space) (τ : J → Space) (j₀ : J)
    (p : J × (Fin 3 → ℤ)) : ℝ :=
  ‖τ p.1 + ∑ i, (p.2 i : ℝ) • b i - τ j₀‖
```

**Q:** Could infinitely many sites crowd into a finite sphere?

**A:** Not with finitely many atoms per cell. Write v = ∑ n_i b_i. If d(j, n) ≤ R, the triangle inequality gives

‖v‖ ≤ R + ‖τ_j₀ − τ_j‖.

The coordinates n are a linear function L of v, so

|n_i| ≤ ‖L‖ (R + ‖τ_j₀ − τ_j‖) = C.

Only finitely many integer triples satisfy this, for each of finitely many j. In the proof, `hv` is the first bound, `hL` identifies the coordinates and `hC` is the second bound, with C rounded up to an integer.

```lean
/-- In a crystal with finitely many atoms per cell, only finitely many sites lie within
a given radius of the central atom. -/
theorem sites_within_finite {J : Type*} [Finite J] (b : Module.Basis (Fin 3) ℝ Space)
    (τ : J → Space) (j₀ : J) (R : ℝ) : {p | siteDist b τ j₀ p ≤ R}.Finite := by
  have key : ∀ j : J, {n : Fin 3 → ℤ | siteDist b τ j₀ (j, n) ≤ R}.Finite := by
    intro j
    let L := LinearMap.toContinuousLinearMap (b.equivFun : Space →ₗ[ℝ] (Fin 3 → ℝ))
    let C : ℝ := ‖L‖ * (R + ‖τ j₀ - τ j‖)
    refine (Set.finite_Icc (fun _ : Fin 3 => -⌈C⌉) (fun _ => ⌈C⌉)).subset ?_
    intro n hn
    have hn' : ‖τ j + ∑ i, (n i : ℝ) • b i - τ j₀‖ ≤ R := hn
    have hv : ‖∑ i, (n i : ℝ) • b i‖ ≤ R + ‖τ j₀ - τ j‖ := by
      have h := norm_add_le (τ j + ∑ i, (n i : ℝ) • b i - τ j₀) (τ j₀ - τ j)
      have e : τ j + ∑ i, (n i : ℝ) • b i - τ j₀ + (τ j₀ - τ j)
          = ∑ i, (n i : ℝ) • b i := by abel
      rw [e] at h
      linarith
    -- the lattice coordinates are a bounded linear function of the lattice vector
    have hL : L (∑ i, (n i : ℝ) • b i) = fun i => (n i : ℝ) := by
      have h := b.equivFun.apply_symm_apply (fun i => (n i : ℝ))
      rw [b.equivFun_symm_apply] at h
      exact h
    have hC : ∀ i, |(n i : ℝ)| ≤ (⌈C⌉ : ℝ) := by
      intro i
      have h1 : |(n i : ℝ)| ≤ ‖L (∑ i, (n i : ℝ) • b i)‖ := by
        rw [hL]
        exact norm_le_pi_norm (fun i => (n i : ℝ)) i
      have h2 := L.le_opNorm (∑ i, (n i : ℝ) • b i)
      have h3 : ‖L‖ * ‖∑ i, (n i : ℝ) • b i‖ ≤ C :=
        mul_le_mul_of_nonneg_left hv (norm_nonneg L)
      exact h1.trans (h2.trans (h3.trans (Int.le_ceil C)))
    exact ⟨fun i => by exact_mod_cast (abs_le.mp (hC i)).1,
      fun i => by exact_mod_cast (abs_le.mp (hC i)).2⟩
  refine (Set.finite_iUnion fun j => (key j).image (Prod.mk j)).subset ?_
  rintro ⟨j, n⟩ hp
  exact Set.mem_iUnion.2 ⟨j, n, hp, rfl⟩
```

**Q:** So what is finally proved about the coordination number?

**A:** The sum over all sites at positive distance diverges, and the sum within any radius R converges. Only finitely many sites lie at distance zero, while the crystal has infinitely many sites, so infinitely many lie at positive distance. Within R, finitely many remain. Both halves then follow from `summable_iff_finite`.

```lean
/-- In a crystal with finitely many atoms per cell, and for positive steepness and radii, the
coordination sum over all sites at positive distance from the central atom diverges, while
the sum restricted to any cutoff radius `R` converges. -/
theorem crystal_needs_cutoff {J : Type*} [Finite J] (b : Module.Basis (Fin 3) ℝ Space)
    (τ : J → Space) (j₀ : J) {k : ℝ} (hk : 0 < k) {a : J → ℝ} (ha : ∀ j, 0 < a j) :
    (¬ Summable (fun p : {p // 0 < siteDist b τ j₀ p} =>
      count k (a p.1.1) (siteDist b τ j₀ p.1))) ∧
    ∀ R : ℝ, Summable (fun p : {p // 0 < siteDist b τ j₀ p ∧ siteDist b τ j₀ p ≤ R} =>
      count k (a p.1.1) (siteDist b τ j₀ p.1)) := by
  constructor
  · intro h
    have hfin : Finite {p // 0 < siteDist b τ j₀ p} :=
      (summable_iff_finite (a := fun p : {p // 0 < siteDist b τ j₀ p} => a p.1.1)
        (r := fun p : {p // 0 < siteDist b τ j₀ p} => siteDist b τ j₀ p.1)
        hk (fun p => ha p.1.1) (fun p => p.2)).mp h
    have hpos : {p | 0 < siteDist b τ j₀ p}.Finite := Set.finite_coe_iff.mp hfin
    -- with the sites at distance zero, the whole crystal would be finite
    have hall : (Set.univ : Set (J × (Fin 3 → ℤ))).Finite :=
      (hpos.union (sites_within_finite b τ j₀ 0)).subset
        fun p _ => lt_or_ge 0 (siteDist b τ j₀ p)
    have : Nonempty J := ⟨j₀⟩
    exact Set.infinite_univ hall
  · intro R
    have hset : {p | 0 < siteDist b τ j₀ p ∧ siteDist b τ j₀ p ≤ R}.Finite :=
      (sites_within_finite b τ j₀ R).subset fun p hp => hp.2
    have hfin : Finite {p // 0 < siteDist b τ j₀ p ∧ siteDist b τ j₀ p ≤ R} :=
      Set.finite_coe_iff.mpr hset
    exact (summable_iff_finite
      (a := fun p : {p // 0 < siteDist b τ j₀ p ∧ siteDist b τ j₀ p ≤ R} => a p.1.1)
      (r := fun p : {p // 0 < siteDist b τ j₀ p ∧ siteDist b τ j₀ p ≤ R} =>
        siteDist b τ j₀ p.1)
      hk (fun p => ha p.1.1) (fun p => p.2.1)).mpr hfin

end

end D3Coordination
```

```lean
#print axioms D3Coordination.count_strictAntiOn
-- 'D3Coordination.count_strictAntiOn' depends on axioms: [propext, Classical.choice, Quot.sound]
#print axioms D3Coordination.count_tendsto
-- 'D3Coordination.count_tendsto' depends on axioms: [propext, Classical.choice, Quot.sound]
#print axioms D3Coordination.coordination_tendsto_atTop
-- 'D3Coordination.coordination_tendsto_atTop' depends on axioms: [propext, Classical.choice, Quot.sound]
#print axioms D3Coordination.crystal_needs_cutoff
-- 'D3Coordination.crystal_needs_cutoff' depends on axioms: [propext, Classical.choice, Quot.sound]
```

**Q:** What does the model leave out?

**A:** It treats ideal crystals periodic in three directions, with a radius sum `a j` assumed positive for each atom j in the cell. Distinct atomic positions are not required; any site coinciding with the central atom is left out of the sum. The theorem selects no value of R and says nothing about the dispersion energy.

**Q:** And the smallest crystal?

**A:** With one atom per cell, the neighbours are the atom's own periodic images. If R is below the shortest nonzero lattice vector, the truncated sum is empty and the coordination number is 0.

**Q:** Does such a small tail matter in a simulation?

**A:** For k = 16, the steepness used in D3, t is about 1.1 × 10⁻⁷, so it takes millions of distant neighbours to add one unit. Still, for an ideal infinite crystal with this counting function, enlarging the cutoff indefinitely does not converge the coordination number, so the cutoff belongs to its definition.
